# The Zero-Flux Energy Cusp of a Partly Filled Ring with an Even Number of Free Spinless Fermions

Let E(φ) be the sum of the M lowest levels

ε_m(φ) = −2t cos((2πm + φ)/N), m = 0, …, N−1,

of an N-site ring with hopping t > 0, where φ is the phase that a particle collects from the magnetic flux in one turn. If M is even and 0 < M < N, the one-sided derivatives of E at zero flux are

E′(0⁺) = −(2t/N) sin(πM/N), E′(0⁻) = +(2t/N) sin(πM/N).

They are different, so E has an upward-pointing cusp, a local maximum, at φ = 0, and the second derivative that would define the Drude weight there does not exist. For non-interacting spinless fermions on such a finite ring, the symmetric estimate [E(h) + E(−h) − 2E(0)]/h² of this curvature does not settle as the flux step h is reduced: it runs off to −∞.

## From the filled levels to the two slopes

Write M = 2p and take 0 ≤ φ ≤ 2π. The candidate for the lowest filling is

F = {0, …, p−1} ∪ {N−p, …, N−1}.

Compare its levels with the threshold μ = −2t cos(2πp/N). For i < p the angle (2πi + φ)/N lies between 0 and 2πp/N, which is less than π. The cosine decreases on [0, π], so ε_i(φ) ≤ μ. At the other end of the list,

(2π(N−1−i) + φ)/N = 2π − (2πi + 2π − φ)/N,

so ε_{N−1−i}(φ) = ε_i(2π − φ), which is also at most μ. The remaining momenta, p ≤ m ≤ N−p−1, have angles between 2πp/N and 2π − 2πp/N, and their levels are at least μ.

Now let s be any other set of M momenta. Since F and s have the same size, μ can be subtracted from every level:

Σ_F ε − Σ_s ε = Σ_{F∖s} (ε − μ) − Σ_{s∖F} (ε − μ) ≤ 0.

Hence F gives the minimum. To sum its levels, put x = π/N and δ = (π − φ)/N. Then

ε_i + ε_{N−1−i} = −2t [cos((2i+1)x − δ) + cos((2i+1)x + δ)] = −4t cos δ cos((2i+1)x).

The identity 2 sin x cos((2i+1)x) = sin((2i+2)x) − sin(2ix) makes the sum over i = 0, …, p−1 telescope to sin(2px) = sin(πM/N). Therefore

E(φ) = −2t [sin(πM/N)/sin(π/N)] cos((π − φ)/N), 0 ≤ φ ≤ 2π.

Replacing each m by −m modulo N turns the levels at φ into those at −φ, so E(−φ) = E(φ). The derivative of cos((π − φ)/N) at φ = 0 is sin(π/N)/N, which gives the right slope −K with K = (2t/N) sin(πM/N). By symmetry the left slope is +K. Since 0 < πM/N < π, K is positive. Finally, for h > 0,

[E(h) + E(−h) − 2E(0)]/h² = (2/h) · [E(h) − E(0)]/h → −∞,

because the last factor tends to −K.

Physically, the levels m = p and m = N−p are degenerate at zero flux and only one of them is filled. The flux splits them, and the particle takes whichever moves down.

## The energy as a minimum over occupations

In Lean 4 with Mathlib:

```lean
import Mathlib

open Real Filter Topology

namespace RingDrudeCusp

noncomputable section
```

The levels are the starting point; they are not derived from a hopping Hamiltonian. Momenta are natural numbers, and the flux is a real number.

```lean
/-- Level of momentum index `m` on an `N`-site ring (`N > 0`) with hopping `t` and flux `φ`. -/
def ringLevel (t : ℝ) (N : ℕ) (φ : ℝ) (m : ℕ) : ℝ :=
  -2 * t * cos ((2 * π * m + φ) / N)
```

An occupation is a `Finset` of momenta drawn from `0, ..., N - 1`. A set contains each momentum at most once, which is the Pauli principle for spinless fermions.

```lean
/-- The total energies of all ways to occupy `M` distinct momenta out of `0, ..., N - 1`. -/
def energies (t : ℝ) (N M : ℕ) (φ : ℝ) : Set ℝ :=
  {E | ∃ s : Finset ℕ, s ⊆ Finset.range N ∧ s.card = M ∧ ∑ m ∈ s, ringLevel t N φ m = E}
```

The ground energy is the infimum of the resulting totals. For M ≤ N this is a minimum over finitely many fillings, so the filling is found at each flux and not prescribed.

```lean
/-- The sum of the `M` lowest levels at flux `φ`, for `M ≤ N` and `N > 0`. -/
def groundEnergy (t : ℝ) (N M : ℕ) (φ : ℝ) : ℝ := sInf (energies t N M φ)
```

The curvature is represented by its symmetric difference quotient, without the prefactor that conventions for the Drude weight attach to it.

```lean
/-- The symmetric second difference quotient of the ground energy at zero flux,
for a flux step `h ≠ 0`. -/
def curvatureQuotient (t : ℝ) (N M : ℕ) (h : ℝ) : ℝ :=
  (groundEnergy t N M h + groundEnergy t N M (-h) - 2 * groundEnergy t N M 0) / h ^ 2
```

## Which levels are filled

The comparison of F with s holds for any real-valued levels. In the proof, `h1` and `h2` split off the momenta common to both sets, `h3` and `h4` give the signs of what is left, and the equal cardinalities remove μ.

```lean
/-- Aufbau principle: if the levels in `F` lie below a threshold and all other levels of `R`
lie above it, no subset of `R` with as many levels as `F` has a smaller sum. -/
theorem aufbau {f : ℕ → ℝ} {F s R : Finset ℕ} {μ : ℝ} (hs : s ⊆ R) (hc : s.card = F.card)
    (hin : ∀ m ∈ F, f m ≤ μ) (hout : ∀ m ∈ R, m ∉ F → μ ≤ f m) :
    ∑ m ∈ F, f m ≤ ∑ m ∈ s, f m := by
  have h1 := Finset.sum_sdiff (f := fun m => f m - μ) (Finset.inter_subset_left (s₁ := F) (s₂ := s))
  have h2 := Finset.sum_sdiff (f := fun m => f m - μ) (Finset.inter_subset_right (s₁ := F) (s₂ := s))
  have h3 : ∑ m ∈ F \ (F ∩ s), (f m - μ) ≤ 0 := Finset.sum_nonpos fun m hm =>
    sub_nonpos.2 (hin m (Finset.mem_sdiff.1 hm).1)
  have h4 : 0 ≤ ∑ m ∈ s \ (F ∩ s), (f m - μ) := Finset.sum_nonneg fun m hm => by
    obtain ⟨ha, hb⟩ := Finset.mem_sdiff.1 hm
    exact sub_nonneg.2 (hout m (hs ha) fun hF => hb (Finset.mem_inter.2 ⟨hF, ha⟩))
  have h5 : ∑ m ∈ F, (f m - μ) ≤ ∑ m ∈ s, (f m - μ) := by linarith
  simp only [Finset.sum_sub_distrib, Finset.sum_const, hc] at h5
  linarith
```

Flux reversal holds for all t, N and M. The map sends 0 to 0 and any other m to N − m. It carries every filling at φ to one of equal energy at −φ; applying this inclusion, `key`, in both directions makes the two sets of energies equal.

```lean
/-- Reversing the flux leaves the ground energy unchanged. -/
theorem groundEnergy_neg (t : ℝ) (N M : ℕ) (φ : ℝ) :
    groundEnergy t N M (-φ) = groundEnergy t N M φ := by
  have key : ∀ φ : ℝ, energies t N M φ ⊆ energies t N M (-φ) := by
    rintro φ E ⟨s, hs, hc, rfl⟩
    have hlt : ∀ m ∈ s, m < N := fun m hm => Finset.mem_range.1 (hs hm)
    -- every momentum is replaced by its opposite
    have hinj : Set.InjOn (fun m : ℕ => if m = 0 then 0 else N - m) (s : Set ℕ) := by
      intro a ha b hb hab
      have h1 := hlt a ha
      have h2 := hlt b hb
      dsimp only at hab
      split_ifs at hab <;> omega
    refine ⟨s.image (fun m => if m = 0 then 0 else N - m), ?_, ?_, ?_⟩
    · intro a ha
      obtain ⟨m, hm, rfl⟩ := Finset.mem_image.1 ha
      have := hlt m hm
      rw [Finset.mem_range]
      split_ifs <;> omega
    · rw [Finset.card_image_of_injOn hinj, hc]
    · rw [Finset.sum_image hinj]
      refine Finset.sum_congr rfl fun m hm => ?_
      have hm' := hlt m hm
      have hN : (N : ℝ) ≠ 0 := by
        have : N ≠ 0 := by omega
        exact_mod_cast this
      unfold ringLevel
      split_ifs with h
      · subst h
        have e : (2 * π * ((0 : ℕ) : ℝ) + -φ) / N = -((2 * π * ((0 : ℕ) : ℝ) + φ) / N) := by
          push_cast
          ring
        rw [e, Real.cos_neg]
      · rw [Nat.cast_sub hm'.le]
        have e : (2 * π * ((N : ℝ) - m) + -φ) / N = 2 * π - (2 * π * m + φ) / N := by
          rw [eq_sub_iff_add_eq, ← add_div, div_eq_iff hN]
          ring
        rw [e, Real.cos_two_pi_sub]
  have h := key (-φ)
  rw [neg_neg] at h
  unfold groundEnergy
  rw [Set.Subset.antisymm h (key φ)]
```

## The closed form between zero and one flux period

The telescoping sum is proved by induction on p, with the addition formulas for the sine at each step.

```lean
/-- The sum of cosines at odd multiples of `x`, multiplied by `2 sin x`, is a single sine. -/
theorem sine_sum (x : ℝ) (p : ℕ) :
    sin x * ∑ i ∈ Finset.range p, 2 * cos ((2 * i + 1) * x) = sin (2 * p * x) := by
  induction p with
  | zero => simp
  | succ p ih =>
    rw [Finset.sum_range_succ, mul_add, ih]
    have e1 : 2 * (p : ℝ) * x = (2 * p + 1) * x - x := by ring
    have e2 : 2 * ((p + 1 : ℕ) : ℝ) * x = (2 * p + 1) * x + x := by
      push_cast
      ring
    rw [e1, e2, Real.sin_sub, Real.sin_add]
    ring
```

In the next theorem M appears as `2 * p`. The mirror relation between the two ends is `hmir`, and `hlow` is the bound by μ, used at flux φ for one end and 2π − φ for the other. For the unfilled levels, angles beyond π are reflected back before the monotonicity of the cosine is applied. Together with `aufbau` this gives `hleast`: the sum over F is the least element of `energies`. The pairing and the summation are `hpair` and `hsum`.

```lean
/-- For `t > 0`, even `M = 2p` with `0 < M < N`, and flux between `0` and `2π`, the ground
energy is a single cosine branch centred at flux `π`. -/
theorem groundEnergy_branch {t φ : ℝ} {N p : ℕ} (ht : 0 < t) (hp : 0 < p) (hN : 2 * p < N)
    (h0 : 0 ≤ φ) (h1 : φ ≤ 2 * π) :
    groundEnergy t N (2 * p) φ =
      -2 * t * (sin (π * (2 * p : ℕ) / N) / sin (π / N)) * cos ((π - φ) / N) := by
  have hπ := Real.pi_pos
  have hNpos : (0 : ℝ) < N := by
    have : 0 < N := by omega
    exact_mod_cast this
  have hN1 : (1 : ℝ) < N := by
    have : 1 < N := by omega
    exact_mod_cast this
  have hs : sin (π / N) ≠ 0 :=
    (Real.sin_pos_of_pos_of_lt_pi (by positivity) (div_lt_self hπ hN1)).ne'
  have hdiv : ∀ u v : ℝ, u ≤ v → u / N ≤ v / N := fun u v h =>
    div_le_div_of_nonneg_right h hNpos.le
  have hpN : 2 * (p : ℝ) ≤ N := by exact_mod_cast hN.le
  have hαπ : 2 * π * p / N ≤ π := by
    rw [div_le_iff₀ hNpos]
    nlinarith
  -- the upper end of the momentum list mirrors the lower end at flux `2π - φ`
  have hmir : ∀ i < N, ringLevel t N φ (N - 1 - i) = ringLevel t N (2 * π - φ) i := by
    intro i hi
    have hc : ((N - 1 - i : ℕ) : ℝ) = N - 1 - i := by
      have h : (N - 1 - i) + 1 + i = N := by omega
      have h' : ((N - 1 - i : ℕ) : ℝ) + 1 + i = N := by exact_mod_cast h
      linarith
    have e : (2 * π * ((N : ℝ) - 1 - i) + φ) / N
        = 2 * π - (2 * π * i + (2 * π - φ)) / N := by
      rw [eq_sub_iff_add_eq, ← add_div, div_eq_iff hNpos.ne']
      ring
    unfold ringLevel
    rw [hc, e, Real.cos_two_pi_sub]
  have hlow : ∀ ψ : ℝ, 0 ≤ ψ → ψ ≤ 2 * π → ∀ i < p,
      ringLevel t N ψ i ≤ -2 * t * cos (2 * π * p / N) := by
    intro ψ ha hb i hi
    have hi' : (i : ℝ) + 1 ≤ p := by exact_mod_cast hi
    have := Real.cos_le_cos_of_nonneg_of_le_pi (x := (2 * π * i + ψ) / N) (by positivity) hαπ
      (hdiv _ _ (by nlinarith))
    unfold ringLevel
    nlinarith
  have hinj : Set.InjOn (fun i : ℕ => N - 1 - i) (Finset.range p : Set ℕ) := by
    intro a ha b hb hab
    have h2 := Finset.mem_range.1 (Finset.mem_coe.1 ha)
    have h3 := Finset.mem_range.1 (Finset.mem_coe.1 hb)
    dsimp only at hab
    omega
  have hdis : Disjoint (Finset.range p) ((Finset.range p).image fun i => N - 1 - i) := by
    refine Finset.disjoint_left.2 fun a ha hb => ?_
    obtain ⟨i, hi, rfl⟩ := Finset.mem_image.1 hb
    simp only [Finset.mem_range] at ha hi
    omega
  have hcard : (Finset.range p ∪ (Finset.range p).image fun i => N - 1 - i).card = 2 * p := by
    rw [Finset.card_union_of_disjoint hdis, Finset.card_image_of_injOn hinj, Finset.card_range]
    omega
  have hleast : IsLeast (energies t N (2 * p) φ)
      (∑ m ∈ Finset.range p ∪ (Finset.range p).image fun i => N - 1 - i, ringLevel t N φ m) := by
    refine ⟨⟨_, ?_, hcard, rfl⟩, ?_⟩
    · intro a ha
      simp only [Finset.mem_union, Finset.mem_image, Finset.mem_range] at ha ⊢
      rcases ha with ha | ⟨i, hi, rfl⟩ <;> omega
    · rintro E ⟨s, hsub, hc, rfl⟩
      refine aufbau (μ := -2 * t * cos (2 * π * p / N)) hsub (hc.trans hcard.symm) ?_ ?_
      · intro m hm
        simp only [Finset.mem_union, Finset.mem_image, Finset.mem_range] at hm
        rcases hm with hm | ⟨i, hi, rfl⟩
        · exact hlow φ h0 h1 m hm
        · rw [hmir i (by omega)]
          exact hlow _ (by linarith) (by linarith) i hi
      · intro m hm hF
        simp only [Finset.mem_union, Finset.mem_image, Finset.mem_range, not_or] at hm hF
        have hb : m + 1 + p ≤ N := by
          by_contra hcon
          exact hF.2 ⟨N - 1 - m, by omega, by omega⟩
        have ha' : (p : ℝ) ≤ m := by exact_mod_cast not_lt.1 hF.1
        have hb' : (m : ℝ) + 1 + p ≤ N := by exact_mod_cast hb
        have hl : 2 * π * p / N ≤ (2 * π * m + φ) / N := hdiv _ _ (by nlinarith)
        have hu : (2 * π * m + φ) / N + 2 * π * p / N ≤ 2 * π := by
          rw [← add_div, div_le_iff₀ hNpos]
          nlinarith
        have hα : 0 ≤ 2 * π * p / N := by positivity
        have hcos : cos ((2 * π * m + φ) / N) ≤ cos (2 * π * p / N) := by
          rcases le_total ((2 * π * m + φ) / N) π with h | h
          · exact Real.cos_le_cos_of_nonneg_of_le_pi hα h hl
          · rw [← Real.cos_two_pi_sub ((2 * π * m + φ) / N)]
            exact Real.cos_le_cos_of_nonneg_of_le_pi hα (by linarith) (by linarith)
        unfold ringLevel
        nlinarith
  -- sum the two ends of the list in pairs
  have hpair : ∀ i ∈ Finset.range p, ringLevel t N φ i + ringLevel t N φ (N - 1 - i)
      = -2 * t * cos ((π - φ) / N) * (2 * cos ((2 * i + 1) * (π / N))) := by
    intro i hi
    have hi' := Finset.mem_range.1 hi
    rw [hmir i (by omega)]
    unfold ringLevel
    have e1 : (2 * π * i + φ) / N = (2 * i + 1) * (π / N) - (π - φ) / N := by ring
    have e2 : (2 * π * i + (2 * π - φ)) / N = (2 * i + 1) * (π / N) + (π - φ) / N := by ring
    rw [e1, e2, Real.cos_sub, Real.cos_add]
    ring
  have hsum : ∑ i ∈ Finset.range p, 2 * cos ((2 * i + 1) * (π / N))
      = sin (π * (2 * p : ℕ) / N) / sin (π / N) := by
    rw [eq_div_iff hs, mul_comm, sine_sum]
    congr 1
    push_cast
    ring
  unfold groundEnergy
  rw [hleast.csInf_eq, Finset.sum_union hdis, Finset.sum_image hinj, ← Finset.sum_add_distrib,
    Finset.sum_congr rfl hpair, ← Finset.mul_sum, hsum]
  ring
```

## Two slopes and a divergent quotient

`HasDerivWithinAt` on `Set.Ici 0` is the right derivative at zero, and on `Set.Iic 0` the left one. The auxiliary `hd` differentiates C cos((π + σx)/N) at x = 0, with σ = −1 for the right branch and σ = 1 for the left. The energy agrees with the relevant branch near zero on each side (`hR`, `hL`), so it inherits the derivative, and `linear_combination` cancels sin(π/N).

```lean
/-- For `t > 0` and even `M` with `0 < M < N`, the ground energy has right derivative
`-(2t/N) sin(πM/N)` and left derivative `(2t/N) sin(πM/N)` at zero flux. -/
theorem groundEnergy_cusp {t : ℝ} {N M : ℕ} (ht : 0 < t) (hM : Even M) (h0 : 0 < M)
    (hN : M < N) :
    HasDerivWithinAt (groundEnergy t N M) (-(2 * t / N * sin (π * M / N))) (Set.Ici 0) 0 ∧
    HasDerivWithinAt (groundEnergy t N M) (2 * t / N * sin (π * M / N)) (Set.Iic 0) 0 := by
  obtain ⟨p, rfl⟩ := even_iff_two_dvd.1 hM
  have hπ := Real.pi_pos
  have hN1 : (1 : ℝ) < N := by
    have : 1 < N := by omega
    exact_mod_cast this
  have hs : sin (π / N) ≠ 0 :=
    (Real.sin_pos_of_pos_of_lt_pi (by positivity) (div_lt_self hπ hN1)).ne'
  have hc := div_mul_cancel₀ (sin (π * (2 * p : ℕ) / N)) hs
  have hd : ∀ C σ : ℝ, HasDerivAt (fun x : ℝ => C * cos ((π + σ * x) / N))
      (-C * sin (π / N) * σ / N) 0 := by
    intro C σ
    have h := (((((hasDerivAt_id' (0 : ℝ)).const_mul σ).const_add π).div_const
      (N : ℝ)).cos).const_mul C
    refine h.congr_deriv ?_
    simp only [mul_zero, add_zero]
    ring
  have hR : ∀ x : ℝ, 0 ≤ x → x ≤ 2 * π → groundEnergy t N (2 * p) x =
      -2 * t * (sin (π * (2 * p : ℕ) / N) / sin (π / N)) * cos ((π + (-1) * x) / N) := by
    intro x hx hx'
    rw [groundEnergy_branch ht (by omega) hN hx hx', neg_one_mul, ← sub_eq_add_neg]
  have hL : ∀ x : ℝ, x ≤ 0 → -(2 * π) ≤ x → groundEnergy t N (2 * p) x =
      -2 * t * (sin (π * (2 * p : ℕ) / N) / sin (π / N)) * cos ((π + 1 * x) / N) := by
    intro x hx hx'
    rw [← groundEnergy_neg, groundEnergy_branch ht (by omega) hN (by linarith) (by linarith),
      sub_neg_eq_add, one_mul]
  constructor
  · refine HasDerivWithinAt.congr_of_eventuallyEq
      ((hd _ (-1)).hasDerivWithinAt.congr_deriv ?_) ?_ (hR 0 le_rfl (by positivity))
    · linear_combination (-(2 * t / N)) * hc
    · filter_upwards [self_mem_nhdsWithin, mem_nhdsWithin_of_mem_nhds
        (Iio_mem_nhds (show (0 : ℝ) < 2 * π by positivity))] with x hx hx'
      exact hR x hx (le_of_lt hx')
  · refine HasDerivWithinAt.congr_of_eventuallyEq
      ((hd _ 1).hasDerivWithinAt.congr_deriv ?_) ?_ (hL 0 le_rfl (by linarith))
    · linear_combination (2 * t / N) * hc
    · filter_upwards [self_mem_nhdsWithin, mem_nhdsWithin_of_mem_nhds
        (Ioi_mem_nhds (show -(2 * π) < (0 : ℝ) by linarith))] with x hx hx'
      exact hL x hx (le_of_lt hx')
```

The last theorem draws both conclusions. If E were differentiable at zero, uniqueness of one-sided derivatives would give −K = K, contradicting `hK`. For the quotient, twice the right difference quotient tends to −2K while 1/h tends to +∞, so their product tends to −∞; `groundEnergy_neg` supplies the rewriting.

```lean
/-- For `t > 0` and even `M` with `0 < M < N`, the ground energy is not differentiable at zero
flux, and its curvature quotient tends to minus infinity as the flux step tends to `0` from above. -/
theorem no_flux_curvature {t : ℝ} {N M : ℕ} (ht : 0 < t) (hM : Even M) (h0 : 0 < M)
    (hN : M < N) :
    ¬ DifferentiableAt ℝ (groundEnergy t N M) 0 ∧
    Tendsto (curvatureQuotient t N M) (𝓝[>] 0) atBot := by
  obtain ⟨hr, hl⟩ := groundEnergy_cusp ht hM h0 hN
  have hπ := Real.pi_pos
  have hM' : (0 : ℝ) < M := by exact_mod_cast h0
  have hMN : (M : ℝ) < N := by exact_mod_cast hN
  have hN' : (0 : ℝ) < N := hM'.trans hMN
  have hsin : 0 < sin (π * M / N) := by
    refine Real.sin_pos_of_pos_of_lt_pi (by positivity) ?_
    rw [div_lt_iff₀ hN']
    nlinarith
  have hK : 0 < 2 * t / N * sin (π * M / N) := by positivity
  constructor
  · intro hd
    have e1 := (uniqueDiffWithinAt_Ici (0 : ℝ)).eq_deriv _ hr hd.hasDerivAt.hasDerivWithinAt
    have e2 := (uniqueDiffWithinAt_Iic (0 : ℝ)).eq_deriv _ hl hd.hasDerivAt.hasDerivWithinAt
    linarith
  · -- the quotient is twice the right difference quotient divided by the flux step
    have hslope := (hasDerivWithinAt_iff_tendsto_slope' (Set.notMem_Ioi.2 le_rfl)).1
      (hr.mono Set.Ioi_subset_Ici_self)
    have h := Filter.Tendsto.neg_mul_atTop (by linarith) (hslope.const_mul 2)
      (tendsto_inv_nhdsGT_zero (𝕜 := ℝ))
    refine h.congr fun x => ?_
    unfold curvatureQuotient
    rw [groundEnergy_neg, slope_def_field, sub_zero]
    ring

end

end RingDrudeCusp
```

The statement concerns fixed finite N at zero temperature. It says nothing about odd M, interactions, or the limit of a large ring, where K itself becomes small.

```lean
#print axioms RingDrudeCusp.groundEnergy_cusp
#print axioms RingDrudeCusp.no_flux_curvature
```

```
'RingDrudeCusp.groundEnergy_cusp' depends on axioms: [propext, Classical.choice, Quot.sound]
'RingDrudeCusp.no_flux_curvature' depends on axioms: [propext, Classical.choice, Quot.sound]
```
